# A simple level in finite dimension has exactly one Rayleigh–Schrödinger series

Let H₀ be a Hermitian operator on a finite-dimensional complex inner-product space, with a nondegenerate eigenvalue E₀ and unit eigenvector ψ₀. For every linear perturbation V there is exactly one sequence of energies ε(n) and states ψ(n) with ε(0) = E₀, ψ(0) = ψ₀, ⟨ψ₀, ψ(n+1)⟩ = 0 and, for all n ≥ 0,

(H₀ − E₀) ψ(n+1) = −V ψ(n) + Σ_{k=0..n} ε(k+1) ψ(n−k).

If V is Hermitian too, every ε(n) is real.

The equation is the coefficient of sⁿ⁺¹ in the eigenvalue equation for H₀ + sV, with energy Σ sⁿ ε(n) and state Σ sⁿ ψ(n). These are formal power series, and their convergence is a separate question.

## Solving the hierarchy order by order

**Allowed sources.** If H₀φ = E₀φ, then for every x, since H₀ is Hermitian and E₀ is real,

⟨φ, (H₀ − E₀)x⟩ = ⟨H₀φ, x⟩ − E₀⟨φ, x⟩ = 0.

With φ = ψ₀, this shows that (H₀ − E₀)x = b requires ⟨ψ₀, b⟩ = 0.

**One response per source.** Define

Lx = (H₀ − E₀)x + ⟨ψ₀, x⟩ψ₀.

Projecting on ψ₀ gives ⟨ψ₀, Lx⟩ = ⟨ψ₀, x⟩. If Lx = 0, then ⟨ψ₀, x⟩ = 0 and hence (H₀ − E₀)x = 0. Nondegeneracy gives x = cψ₀, and c = ⟨ψ₀, x⟩ = 0. So L is injective, and in finite dimension also surjective. For b orthogonal to ψ₀, the solution of Lx = b satisfies ⟨ψ₀, x⟩ = ⟨ψ₀, b⟩ = 0, so (H₀ − E₀)x = b. Any other orthogonal response y also satisfies Ly = b, so y = x.

**The energies.** Project the equation of order n+1 on ψ₀. The left side vanishes, and in the sum only k = n survives:

ε(n+1) = ⟨ψ₀, Vψ(n)⟩.

This choice makes the source orthogonal to ψ₀, so ψ(n+1) exists. Conversely, the lower orders fix ε(n+1), then the source, then ψ(n+1). Induction gives existence and uniqueness.

**Reality.** Let V be Hermitian and put N(l) = Σ_{i+j=l} ⟨ψ(i), ψ(j)⟩. The hierarchy can be written as

H₀ψ(0) = ε(0)ψ(0),

H₀ψ(j+1) + Vψ(j) = Σ_{k+l=j+1} ε(k)ψ(l).

Take inner products with ψ(i) and collect total order M+1:

Σ_{k+l=M+1} ε(k)N(l) = Σ_{i+j=M+1} ⟨ψ(i), H₀ψ(j)⟩ + Σ_{i+j=M} ⟨ψ(i), Vψ(j)⟩.

Conjugation exchanges i and j, so the right side and all N(l) are real. Since N(0) = 1, the left side is ε(M+1) plus terms containing only ε(0), …, ε(M). If those are real, so is ε(M+1).

## The recursion in a matrix code

Each order takes three operations: compute ε(n+1) = ⟨ψ₀, Vψ(n)⟩, assemble the source b, and solve Lx = b. The matrix L is the same at every order, so one factorisation serves them all. In an orthonormal eigenbasis |m⟩ of H₀ with energies E_m, where m = 0 labels ψ₀, the solution is the familiar sum over states

x = Σ_{m≠0} |m⟩⟨m|b⟩ / (E_m − E₀).

Møller–Plesset theory in a finite determinant space, with a nondegenerate reference level, has this structure.

## A degenerate level with the wrong starting state

Take H₀ = 0 on ℂ², E₀ = 0, ψ₀ = (1, 0), and let V exchange the two basis vectors. The first-order equation reads

0 = −(0, 1) + ε(1)(1, 0),

which no ε(1) satisfies. The eigenvectors of sV for s ≠ 0 are proportional to (1, 1) and (1, −1), so ψ₀ was the wrong starting state.

## The level and the hierarchy in Lean

The space is `X`, and linear maps `H₀` and `V` act on all of it. The inner product is conjugate-linear in its first argument. `E₀` has type `ℝ`.

```lean
import Mathlib

open Finset
open scoped InnerProductSpace ComplexConjugate

namespace RayleighSchrodingerAllOrders

noncomputable section

variable {X : Type*} [NormedAddCommGroup X] [InnerProductSpace ℂ X]
variable {H₀ V : X →ₗ[ℂ] X} {E₀ : ℝ} {ψ₀ : X}
```

The projector on a unit vector is written as a linear map.

```lean
/-- The operator `|e⟩⟨e|`. -/
def ketBra (e : X) : X →ₗ[ℂ] X where
  toFun x := ⟪e, x⟫_ℂ • e
  map_add' x y := by rw [inner_add_right, add_smul]
  map_smul' c x := by rw [inner_smul_right, mul_smul, RingHom.id_apply]
```

`IsSimpleLevel` contains the eigenvalue equation, normalisation and nondegeneracy. Hermiticity of `H₀` is a separate hypothesis, `H₀.IsSymmetric`.

```lean
/-- `E₀` is a nondegenerate level of `H₀` with normalised eigenvector `ψ₀`. -/
structure IsSimpleLevel (H₀ : X →ₗ[ℂ] X) (E₀ : ℝ) (ψ₀ : X) : Prop where
  eigen : H₀ ψ₀ = (E₀ : ℂ) • ψ₀
  unit : ⟪ψ₀, ψ₀⟫_ℂ = 1
  simple : ∀ x, H₀ x = (E₀ : ℂ) • x → ∃ c : ℂ, x = c • ψ₀
```

`IsRSSeries` states the hierarchy. The condition `orth` is intermediate normalisation: the perturbed state has overlap 1 with ψ₀, not norm 1. The energies are complex here, so their reality has to be proved.

```lean
/-- The energies `ε n` and states `ψ n` start at `E₀`, `ψ₀`, have all corrections to the state
orthogonal to `ψ₀`, and solve the Rayleigh–Schrödinger equation at every order. -/
structure IsRSSeries (H₀ V : X →ₗ[ℂ] X) (E₀ : ℝ) (ψ₀ : X) (ε : ℕ → ℂ) (ψ : ℕ → X) :
    Prop where
  energy_zero : ε 0 = (E₀ : ℂ)
  state_zero : ψ 0 = ψ₀
  orth : ∀ n, ⟪ψ₀, ψ (n + 1)⟫_ℂ = 0
  order : ∀ n, H₀ (ψ (n + 1)) - (E₀ : ℂ) • ψ (n + 1) =
    -V (ψ n) + ∑ k ∈ range (n + 1), ε (k + 1) • ψ (n - k)
```

The next two definitions describe the recursion. `R` stands for a map from sources to responses, and the sum over `Fin (n + 1)` ensures that only earlier states are called.

```lean
/-- The states generated recursively by a map `R` that sends each source to a response. -/
def rsState (R : X → X) (V : X →ₗ[ℂ] X) (ψ₀ : X) : ℕ → X
  | 0 => ψ₀
  | n + 1 => R (-V (rsState R V ψ₀ n) + ∑ k : Fin (n + 1),
      ⟪ψ₀, V (rsState R V ψ₀ (k : ℕ))⟫_ℂ • rsState R V ψ₀ (n - (k : ℕ)))
termination_by n => n
decreasing_by all_goals omega

/-- The energies `E₀` and `⟨ψ₀, V ψ n⟩` belonging to a sequence of states. -/
def rsEnergy (E₀ : ℝ) (V : X →ₗ[ℂ] X) (ψ₀ : X) (ψ : ℕ → X) : ℕ → ℂ
  | 0 => (E₀ : ℂ)
  | n + 1 => ⟪ψ₀, V (ψ n)⟫_ℂ
```

## Responses and energies

`H₀` is assumed Hermitian in `inner_shift`, `existsUnique_response` and `energy_eq`. The first of these is the orthogonality of allowed sources, for any eigenvector at `E₀`.

```lean
/-- Every vector `(H₀ - E₀) x` is orthogonal to every eigenvector of `H₀` at `E₀`. -/
theorem inner_shift (hH : H₀.IsSymmetric) {φ : X} (hφ : H₀ φ = (E₀ : ℂ) • φ) (x : X) :
    ⟪φ, H₀ x - (E₀ : ℂ) • x⟫_ℂ = 0 := by
  rw [inner_sub_right, ← hH φ x, hφ, inner_smul_left, inner_smul_right,
    Complex.conj_ofReal, sub_self]
```

The proof of `existsUnique_response` builds L. Its projection identity is `hp` and its injectivity is `hinj`; finite dimension enters where injectivity is turned into surjectivity.

```lean
/-- A source orthogonal to `ψ₀` has exactly one response orthogonal to `ψ₀`. -/
theorem existsUnique_response [FiniteDimensional ℂ X] (hH : H₀.IsSymmetric)
    (h : IsSimpleLevel H₀ E₀ ψ₀) (b : X) (hb : ⟪ψ₀, b⟫_ℂ = 0) :
    ∃! x, ⟪ψ₀, x⟫_ℂ = 0 ∧ H₀ x - (E₀ : ℂ) • x = b := by
  -- adding the projector on `ψ₀` makes the shifted Hamiltonian invertible
  obtain ⟨L, hL⟩ : ∃ L : X →ₗ[ℂ] X,
      ∀ x, L x = (H₀ x - (E₀ : ℂ) • x) + ⟪ψ₀, x⟫_ℂ • ψ₀ :=
    ⟨H₀ - (E₀ : ℂ) • LinearMap.id + ketBra ψ₀, fun _ => rfl⟩
  have hp : ∀ x, ⟪ψ₀, L x⟫_ℂ = ⟪ψ₀, x⟫_ℂ := by
    intro x
    rw [hL, inner_add_right, inner_shift hH h.eigen, inner_smul_right, h.unit, mul_one,
      zero_add]
  have hinj : Function.Injective L := by
    refine (injective_iff_map_eq_zero L).mpr fun x hx => ?_
    have h0 : ⟪ψ₀, x⟫_ℂ = 0 := by rw [← hp x, hx, inner_zero_right]
    have h1 := hL x
    rw [hx, h0, zero_smul, add_zero] at h1
    obtain ⟨c, hc⟩ := h.simple x (sub_eq_zero.mp h1.symm)
    rw [hc, inner_smul_right, h.unit, mul_one] at h0
    rw [hc, h0, zero_smul]
  obtain ⟨x, hx⟩ := LinearMap.injective_iff_surjective.mp hinj b
  have h0 : ⟪ψ₀, x⟫_ℂ = 0 := by rw [← hp x, hx, hb]
  refine ⟨x, ⟨h0, ?_⟩, ?_⟩
  · have h1 := hL x
    rw [hx, h0, zero_smul, add_zero] at h1
    exact h1.symm
  · rintro y ⟨hy0, hy⟩
    apply hinj
    rw [hx, hL, hy0, hy, zero_smul, add_zero]
```

Next, the energy sum is projected on ψ₀. Orthogonality is required only for the states that occur in the sum, so the lemma can be used while the series is still being built.

```lean
/-- Projecting the energy terms of order `n + 1` on `ψ₀` leaves only the newest energy. -/
theorem inner_energy_terms (h : IsSimpleLevel H₀ E₀ ψ₀) {ψ : ℕ → X} (h0 : ψ 0 = ψ₀)
    (ε : ℕ → ℂ) {n : ℕ} (ho : ∀ m < n, ⟪ψ₀, ψ (m + 1)⟫_ℂ = 0) :
    ⟪ψ₀, ∑ k ∈ range (n + 1), ε (k + 1) • ψ (n - k)⟫_ℂ = ε (n + 1) := by
  have hz : ∑ k ∈ range n, ⟪ψ₀, ε (k + 1) • ψ (n - k)⟫_ℂ = 0 := by
    refine Finset.sum_eq_zero fun k hk => ?_
    have hk' := Finset.mem_range.mp hk
    have hm : n - k = (n - k - 1) + 1 := by omega
    rw [inner_smul_right, hm, ho _ (by omega), mul_zero]
  rw [inner_sum, Finset.sum_range_succ, hz, zero_add, inner_smul_right, Nat.sub_self, h0,
    h.unit, mul_one]
```

Combining the two projections gives the energy formula.

```lean
/-- The energy of order `n + 1` is `⟨ψ₀, V ψ n⟩`. -/
theorem energy_eq (hH : H₀.IsSymmetric) (h : IsSimpleLevel H₀ E₀ ψ₀) {ε : ℕ → ℂ}
    {ψ : ℕ → X} (hs : IsRSSeries H₀ V E₀ ψ₀ ε ψ) (n : ℕ) :
    ε (n + 1) = ⟪ψ₀, V (ψ n)⟫_ℂ := by
  have e := inner_shift hH h.eigen (ψ (n + 1))
  rw [hs.order n, inner_add_right, inner_neg_right,
    inner_energy_terms h hs.state_zero ε fun m _ => hs.orth m] at e
  linear_combination e
```

## Existence and uniqueness at all orders

The symbol `∃!` ranges over pairs of complete sequences, and `V` is an arbitrary linear map. For existence, `choose` extracts a response map `R`, `hsrc` shows that each source is orthogonal to ψ₀, and strong induction gives `horth`. For uniqueness, equal lower orders give equal sources, and `existsUnique_response` then gives equal states.

```lean
/-- All-order solvability: for a simple level of a Hermitian `H₀` and any linear perturbation
`V`, exactly one sequence of energies and states solves the Rayleigh–Schrödinger hierarchy. -/
theorem existsUnique_series [FiniteDimensional ℂ X] (hH : H₀.IsSymmetric)
    (h : IsSimpleLevel H₀ E₀ ψ₀) (V : X →ₗ[ℂ] X) :
    ∃! p : (ℕ → ℂ) × (ℕ → X), IsRSSeries H₀ V E₀ ψ₀ p.1 p.2 := by
  apply existsUnique_of_exists_of_unique
  · -- existence: solve order by order with a response map `R`
    have hex : ∀ b, ∃ x, ⟪ψ₀, b⟫_ℂ = 0 →
        (⟪ψ₀, x⟫_ℂ = 0 ∧ H₀ x - (E₀ : ℂ) • x = b) := by
      intro b
      by_cases hb : ⟪ψ₀, b⟫_ℂ = 0
      · obtain ⟨x, hx, _⟩ := existsUnique_response hH h b hb
        exact ⟨x, fun _ => hx⟩
      · exact ⟨0, fun hb' => absurd hb' hb⟩
    choose R hR using hex
    have h0 : rsState R V ψ₀ 0 = ψ₀ := by rw [rsState]
    have hstep : ∀ n, rsState R V ψ₀ (n + 1) = R (-V (rsState R V ψ₀ n) +
        ∑ k ∈ range (n + 1), rsEnergy E₀ V ψ₀ (rsState R V ψ₀) (k + 1) •
          rsState R V ψ₀ (n - k)) := by
      intro n
      rw [rsState, Finset.sum_range]
      rfl
    generalize rsState R V ψ₀ = ψ at h0 hstep
    have hsrc : ∀ n, (∀ m < n, ⟪ψ₀, ψ (m + 1)⟫_ℂ = 0) → ⟪ψ₀, -V (ψ n) +
        ∑ k ∈ range (n + 1), rsEnergy E₀ V ψ₀ ψ (k + 1) • ψ (n - k)⟫_ℂ = 0 := by
      intro n ho
      rw [inner_add_right, inner_neg_right, inner_energy_terms h h0 _ ho]
      exact neg_add_cancel _
    have horth : ∀ n, ⟪ψ₀, ψ (n + 1)⟫_ℂ = 0 := by
      intro n
      induction n using Nat.strong_induction_on with
      | _ n ih =>
        rw [hstep n]
        exact (hR _ (hsrc n ih)).1
    refine ⟨(rsEnergy E₀ V ψ₀ ψ, ψ), ⟨rfl, h0, horth, fun n => ?_⟩⟩
    have e := (hR _ (hsrc n fun m _ => horth m)).2
    rw [← hstep n] at e
    exact e
  · -- uniqueness: equal lower orders give equal sources, hence equal responses
    rintro ⟨ε, ψ⟩ ⟨ε', ψ'⟩ hs hs'
    change IsRSSeries H₀ V E₀ ψ₀ ε ψ at hs
    change IsRSSeries H₀ V E₀ ψ₀ ε' ψ' at hs'
    have hψ : ∀ n, ψ n = ψ' n := by
      intro n
      induction n using Nat.strong_induction_on with
      | _ n ih =>
        cases n with
        | zero => rw [hs.state_zero, hs'.state_zero]
        | succ n =>
          have hsum : ∑ k ∈ range (n + 1), ε (k + 1) • ψ (n - k) =
              ∑ k ∈ range (n + 1), ε' (k + 1) • ψ' (n - k) := by
            refine Finset.sum_congr rfl fun k hk => ?_
            rw [energy_eq hH h hs k, energy_eq hH h hs' k,
              ih k (Finset.mem_range.mp hk), ih (n - k) (by omega)]
          refine (existsUnique_response hH h _
            (inner_shift hH h.eigen (ψ (n + 1)))).unique ⟨hs.orth n, rfl⟩ ⟨hs'.orth n, ?_⟩
          rw [hs.order n, hs'.order n, hsum, ih n (by omega)]
    refine Prod.ext (funext fun n => ?_) (funext hψ)
    change ε n = ε' n
    cases n with
    | zero => rw [hs.energy_zero, hs'.energy_zero]
    | succ n => rw [energy_eq hH h hs n, energy_eq hH h hs' n, hψ n]
```

## Real energies for a Hermitian perturbation

Two facts about finite sums come first: the reordering that collects the norm coefficients, and the exchange of i and j under conjugation.

```lean
/-- In a sum over three orders with fixed total, the first two orders may be exchanged. -/
theorem sum_orders_swap (f : ℕ → ℕ → ℕ → ℂ) (m : ℕ) :
    ∑ p ∈ antidiagonal m, ∑ q ∈ antidiagonal p.2, f p.1 q.1 q.2 =
      ∑ p ∈ antidiagonal m, ∑ q ∈ antidiagonal p.2, f q.1 p.1 q.2 := by
  rw [Finset.sum_sigma', Finset.sum_sigma']
  refine Finset.sum_bij' (fun x _ => ⟨(x.2.1, x.1.1 + x.2.2), (x.1.1, x.2.2)⟩)
    (fun x _ => ⟨(x.2.1, x.1.1 + x.2.2), (x.1.1, x.2.2)⟩) ?_ ?_ ?_ ?_ ?_
  all_goals
    rintro ⟨⟨a, b⟩, ⟨c, d⟩⟩ hx
    obtain ⟨h1, h2⟩ := Finset.mem_sigma.mp hx
    have h1' : a + b = m := Finset.HasAntidiagonal.mem_antidiagonal.mp h1
    have h2' : c + d = b := Finset.HasAntidiagonal.mem_antidiagonal.mp h2
    subst h2'
    first
      | rfl
      | exact Finset.mem_sigma.mpr
          ⟨Finset.HasAntidiagonal.mem_antidiagonal.mpr (show c + (a + d) = m by omega),
            Finset.HasAntidiagonal.mem_antidiagonal.mpr (show a + d = a + d from rfl)⟩

/-- A sum of Hermitian matrix elements `f i j` over `i + j = m` is real. -/
theorem conj_sum_hermitian (f : ℕ → ℕ → ℂ) (hf : ∀ i j, conj (f i j) = f j i) (m : ℕ) :
    conj (∑ p ∈ antidiagonal m, f p.1 p.2) = ∑ p ∈ antidiagonal m, f p.1 p.2 := by
  rw [map_sum]
  exact (Finset.sum_congr rfl fun p _ => hf p.1 p.2).trans
    (Finset.Nat.sum_antidiagonal_swap (f := fun p : ℕ × ℕ => f p.1 p.2))
```

In `energy_real`, `hier` is the rewritten hierarchy, `hQ` the identity obtained from it by taking inner products and collecting total order M+1, and `hsplit` isolates the newest energy. The theorem assumes that both `H₀` and `V` are Hermitian. It applies to any given series at a simple level and does not need finite dimension.

```lean
/-- For a Hermitian perturbation the energies of all orders are real. -/
theorem energy_real (hH : H₀.IsSymmetric) (hV : V.IsSymmetric)
    (h : IsSimpleLevel H₀ E₀ ψ₀) {ε : ℕ → ℂ} {ψ : ℕ → X}
    (hs : IsRSSeries H₀ V E₀ ψ₀ ε ψ) (n : ℕ) : (ε n).im = 0 := by
  rw [← Complex.conj_eq_iff_im]
  -- `N l` is the coefficient of order `l` in the squared norm of the perturbed state
  obtain ⟨N, hN⟩ : ∃ N : ℕ → ℂ, ∀ l, N l = ∑ q ∈ antidiagonal l, ⟪ψ q.1, ψ q.2⟫_ℂ :=
    ⟨_, fun _ => rfl⟩
  have hN0 : N 0 = 1 := by
    rw [hN]
    simp only [Finset.Nat.antidiagonal_zero, Finset.sum_singleton, hs.state_zero, h.unit]
  have hNr : ∀ l, conj (N l) = N l := by
    intro l
    rw [hN]
    exact conj_sum_hermitian (fun i j => ⟪ψ i, ψ j⟫_ℂ) (fun i j => inner_conj_symm _ _) l
  have hz : ∑ q ∈ antidiagonal 0, ε q.1 • ψ q.2 = H₀ (ψ 0) := by
    simp only [Finset.Nat.antidiagonal_zero, Finset.sum_singleton, hs.state_zero,
      hs.energy_zero, h.eigen]
  have hier : ∀ j, ∑ q ∈ antidiagonal (j + 1), ε q.1 • ψ q.2 =
      H₀ (ψ (j + 1)) + V (ψ j) := by
    intro j
    have e := hs.order j
    rw [Finset.Nat.sum_antidiagonal_succ, Finset.Nat.sum_antidiagonal_eq_sum_range_succ_mk]
    simp only [hs.energy_zero, Nat.succ_eq_add_one]
    linear_combination (norm := module) (-1 : ℂ) • e
  induction n using Nat.strong_induction_on with
  | _ n ih =>
    cases n with
    | zero => rw [hs.energy_zero, Complex.conj_ofReal]
    | succ M =>
      -- order `M + 1` of `⟨ψ, (H₀ + sV) ψ⟩` for real `s`, not divided by the squared norm
      have hQ : ∑ p ∈ antidiagonal (M + 1), ε p.1 * N p.2 =
          ∑ p ∈ antidiagonal (M + 1), ⟪ψ p.1, H₀ (ψ p.2)⟫_ℂ +
            ∑ p ∈ antidiagonal M, ⟪ψ p.1, V (ψ p.2)⟫_ℂ := by
        simp only [hN, Finset.mul_sum]
        refine (sum_orders_swap (fun k i l => ε k * ⟪ψ i, ψ l⟫_ℂ) (M + 1)).trans ?_
        have hin : ∀ i j, ∑ q ∈ antidiagonal j, ε q.1 * ⟪ψ i, ψ q.2⟫_ℂ =
            ⟪ψ i, ∑ q ∈ antidiagonal j, ε q.1 • ψ q.2⟫_ℂ := by
          intro i j
          simp only [inner_sum, inner_smul_right]
        simp only [hin]
        rw [Finset.Nat.sum_antidiagonal_succ', Finset.Nat.sum_antidiagonal_succ']
        simp only [hz, hier, inner_add_right, Finset.sum_add_distrib]
        ring
      have hc : conj (∑ p ∈ antidiagonal (M + 1), ε p.1 * N p.2) =
          ∑ p ∈ antidiagonal (M + 1), ε p.1 * N p.2 := by
        rw [hQ, map_add]
        exact congrArg₂ (· + ·)
          (conj_sum_hermitian (fun i j => ⟪ψ i, H₀ (ψ j)⟫_ℂ)
            (fun i j => (inner_conj_symm _ _).trans (hH _ _)) _)
          (conj_sum_hermitian (fun i j => ⟪ψ i, V (ψ j)⟫_ℂ)
            (fun i j => (inner_conj_symm _ _).trans (hV _ _)) _)
      have hsplit : ∑ p ∈ antidiagonal (M + 1), ε p.1 * N p.2 =
          ε (M + 1) + ∑ p ∈ antidiagonal M, ε p.1 * N (p.2 + 1) := by
        rw [Finset.Nat.sum_antidiagonal_succ']
        simp only [hN0, mul_one]
      have hT : conj (∑ p ∈ antidiagonal M, ε p.1 * N (p.2 + 1)) =
          ∑ p ∈ antidiagonal M, ε p.1 * N (p.2 + 1) := by
        rw [map_sum]
        refine Finset.sum_congr rfl fun p hp => ?_
        have hp' := Finset.HasAntidiagonal.mem_antidiagonal.mp hp
        rw [map_mul, ih p.1 (by omega), hNr]
      rw [hsplit, map_add, hT] at hc
      exact add_right_cancel hc
```

## Degenerate coupling and a solvable example

The ℂ² example is an instance of the following theorem, which assumes that `H₀` is Hermitian, with φ = (0, 1). The contradiction already appears at first order, when the equation is projected on φ.

```lean
/-- If `V` couples `ψ₀` to an orthogonal eigenvector of `H₀` at the same energy `E₀`, the
hierarchy starting from `ψ₀` has no solution. -/
theorem no_series_of_degenerate_coupling (hH : H₀.IsSymmetric) {φ : X}
    (hφ : H₀ φ = (E₀ : ℂ) • φ) (ho : ⟪φ, ψ₀⟫_ℂ = 0) (hc : ⟪φ, V ψ₀⟫_ℂ ≠ 0) :
    ¬ ∃ ε ψ, IsRSSeries H₀ V E₀ ψ₀ ε ψ := by
  rintro ⟨ε, ψ, hs⟩
  have e := inner_shift hH hφ (ψ (0 + 1))
  rw [hs.order 0, inner_add_right, inner_neg_right, Finset.sum_range_one, inner_smul_right,
    Nat.sub_self, hs.state_zero, ho, mul_zero, add_zero, neg_eq_zero] at e
  exact hc e
```

The last theorem supplies, for any unit vector e, a Hamiltonian that meets the hypotheses on `H₀` in `existsUnique_series`: 1 − |e⟩⟨e| has energy 0 on e and energy 1 on every nonzero vector orthogonal to e.

```lean
/-- For a unit vector `e`, the Hamiltonian `1 - |e⟩⟨e|` is Hermitian and has the simple
level `0` with eigenvector `e`. -/
theorem isSimpleLevel_witness (e : X) (he : ⟪e, e⟫_ℂ = 1) :
    (LinearMap.id - ketBra e : X →ₗ[ℂ] X).IsSymmetric ∧
      IsSimpleLevel (LinearMap.id - ketBra e) 0 e := by
  have hA : ∀ x, (LinearMap.id - ketBra e : X →ₗ[ℂ] X) x = x - ⟪e, x⟫_ℂ • e :=
    fun _ => rfl
  refine ⟨fun x y => ?_, ?_, he, fun x hx => ⟨⟪e, x⟫_ℂ, ?_⟩⟩
  · rw [hA, hA, inner_sub_left, inner_sub_right, inner_smul_left, inner_smul_right,
      inner_conj_symm]
    ring
  · rw [hA, he, one_smul, sub_self, Complex.ofReal_zero, zero_smul]
  · rw [hA, Complex.ofReal_zero, zero_smul] at hx
    exact sub_eq_zero.mp hx

end

end RayleighSchrodingerAllOrders
```

```lean
#print axioms RayleighSchrodingerAllOrders.existsUnique_series
#print axioms RayleighSchrodingerAllOrders.energy_real
#print axioms RayleighSchrodingerAllOrders.no_series_of_degenerate_coupling
```

```
'RayleighSchrodingerAllOrders.existsUnique_series' depends on axioms: [propext, Classical.choice, Quot.sound]
'RayleighSchrodingerAllOrders.energy_real' depends on axioms: [propext, Classical.choice, Quot.sound]
'RayleighSchrodingerAllOrders.no_series_of_degenerate_coupling' depends on axioms: [propext, Classical.choice, Quot.sound]
```
